# Every bulk energy of the fully dimerised two-orbital chain with unit hopping is 1 or −1

The model is a non-interacting chain with two orbitals per cell, no on-site energies, and a single unit hopping, with its reverse, joining different orbitals in neighbouring cells. The declaration `dimer_bulk_energy` says that if a nonzero vector `u`, not necessarily normalised, satisfies H(k)u = Eu for the Bloch Hamiltonian H(k) at some real k, then E is 1 or −1. The proof first writes H(k) as an explicit 2×2 matrix with zero diagonal and two opposite phases off it. It then shows that H(k)² = 1, so that E²u = u, and cancels a nonzero component of `u` to get E² = 1.

The first attempt, which Lean rejects:

```lean
import Mathlib

open Matrix

namespace DimerBulkEnergy

noncomputable section

variable {n : Type*} [Fintype n] {L : ℕ}

/-- The plane-wave phase `exp(i k q)` at momentum `k` and integer cell position `q`. -/
def phase (k : ℝ) (q : ℤ) : ℂ := Complex.exp (Complex.I * k * q)

/-- The Bloch Hamiltonian `H(k) = ∑ h_R exp(i k R)` of finitely many hoppings. -/
def bloch (h : ℤ →₀ Matrix n n ℂ) (k : ℝ) : Matrix n n ℂ :=
  h.sum fun R A => phase k R • A

/-- The fully dimerised two-orbital chain, with unit hopping only between
neighbouring cells. -/
def dimer : ℤ →₀ Matrix (Fin 2) (Fin 2) ℂ :=
  Finsupp.single 1 !![0, 1; 0, 0] + Finsupp.single (-1) !![0, 0; 1, 0]

/-- Every bulk energy of the dimerised chain is `1` or `-1`. -/
theorem dimer_bulk_energy (k : ℝ) {u : Fin 2 → ℂ} (hu : u ≠ 0) {E : ℂ}
    (hE : bloch dimer k *ᵥ u = E • u) : E = 1 ∨ E = -1 := by
  have hb : bloch dimer k = !![0, phase k 1; phase k (-1), 0] := by
    rw [bloch, dimer, Finsupp.sum_add_index' (fun _ => smul_zero _)
      (fun _ _ _ => smul_add _ _ _), Finsupp.sum_single_index (smul_zero _),
      Finsupp.sum_single_index (smul_zero _)]
    ext i j
    fin_cases i <;> fin_cases j <;> simp
  have hp : phase k 1 * phase k (-1) = 1 := by
    simp only [phase]
    rw [← Complex.exp_add]
    simp
  have hsq : bloch dimer k * bloch dimer k = 1 := by
    rw [hb]
    ext i j
    fin_cases i <;> fin_cases j <;>
      simp [Matrix.mul_apply, Fin.sum_univ_succ, hp, mul_comm (phase k (-1))]
  have h2 : (E * E) • u = u := by
    rw [← smul_smul, ← hE, ← Matrix.mulVec_smul, ← hE, Matrix.mulVec_mulVec, hsq,
      Matrix.one_mulVec]
  obtain ⟨i, hi⟩ := Function.ne_iff.mp hu
  have h3 : E * E * u i = 1 * u i := by simpa using congrFun h2 i
  exact mul_self_eq_one_iff.mp (mul_right_cancel₀ hi h3)

end

end DimerBulkEnergy
```

The compiler's answer:

```
Main.lean:28:37: error: Tactic `rewrite` failed: Did not find an occurrence of the pattern
  (fun₀ | ?m.111 => ?m.105).sum HSMul.hSMul
in the target expression
  (((fun₀ | 1 => !![0, 1; 0, 0]).sum fun x => HSMul.hSMul (phase k x)) +
      (fun₀ | -1 => !![0, 0; 1, 0]).sum fun x => HSMul.hSMul (phase k x)) =
    !![0, phase k 1; phase k (-1), 0]

k : ℝ
u : Fin 2 → ℂ
hu : u ≠ 0
E : ℂ
hE : bloch dimer k *ᵥ u = E • u
⊢ (((fun₀ | 1 => !![0, 1; 0, 0]).sum fun x => HSMul.hSMul (phase k x)) +
      (fun₀ | -1 => !![0, 0; 1, 0]).sum fun x => HSMul.hSMul (phase k x)) =
    !![0, phase k 1; phase k (-1), 0]
```

The change, after which it compiles:

```diff
@@ -25,7 +25,10 @@
     (hE : bloch dimer k *ᵥ u = E • u) : E = 1 ∨ E = -1 := by
   have hb : bloch dimer k = !![0, phase k 1; phase k (-1), 0] := by
+    have hs : ∀ (r : ℤ) (A : Matrix (Fin 2) (Fin 2) ℂ),
+        (Finsupp.single r A).sum (fun R B => phase k R • B) = phase k r • A := by
+      intro r A
+      exact Finsupp.sum_single_index (by simp)
     rw [bloch, dimer, Finsupp.sum_add_index' (fun _ => smul_zero _)
-      (fun _ _ _ => smul_add _ _ _), Finsupp.sum_single_index (smul_zero _),
-      Finsupp.sum_single_index (smul_zero _)]
+      (fun _ _ _ => smul_add _ _ _), hs, hs]
     ext i j
     fin_cases i <;> fin_cases j <;> simp
```

Diagnosis. The message says that `rw` could not find the left-hand side of `Finsupp.sum_single_index` in the goal. That lemma evaluates a sum over a single-entry `Finsupp`, given that the summed function vanishes at a zero entry. Here the function was left for Lean to infer from the proof `smul_zero _`, and Lean took it to be `HSMul.hSMul` itself, as the pattern in the message shows. That would make the cell index the scalar. In the goal the scalar is the phase at that index, `phase k x`, so the pattern does not match.

The repair adds a local lemma `hs` that writes the function out as `fun R B => phase k R • B`. With the function fixed by the statement, `Finsupp.sum_single_index` applies, and `simp` proves the vanishing condition. The two rewrites with `hs` then evaluate the two hopping terms, replacing both of the original `Finsupp.sum_single_index` rewrites.
